# The separation of two Weyl nodes vanishes as a square root at their merger in a two-band lattice model

Suppose a calculation places two Weyl nodes close together, and the band inversion behind them carries a small error. If one assumes that the nodes move by a comparably small amount, the estimate can fail. In the model below the inversion is set by a dimensionless parameter $g$, and the nodes merge at $g=1$. At $g=0.99$ their separation in reciprocal space is about $0.283$, in units of the inverse lattice constant. An error of $0.01$ in $g$ either increases it to about $0.401$ or brings it to zero. The same error near $g=0$ changes the separation by only about $0.02$.

The separation $s$ behaves as $2\sqrt2\,\sqrt{1-g}$ close to merging, and its slope in $g$ diverges there. For electronic-structure work this shows, within a non-interacting two-band model with one parameter, how an error in band inversion becomes an error in node position.

```lean
import Mathlib

open Filter Topology

namespace WeylNodeMerging

noncomputable section
```

## Two bands and one inversion parameter

A two-band Hamiltonian $d(\mathbf k)\cdot\boldsymbol\sigma$, with $\boldsymbol\sigma$ the Pauli matrices, has energies $\pm|d(\mathbf k)|$, so the bands touch where $d=0$. Wavevector components are measured in inverse lattice constants and energies in units of a hopping amplitude. The model is

$$d=(\sin k_x,\ \sin k_y,\ \cos k_z-g+2-\cos k_x-\cos k_y).$$

The term $2-\cos k_x-\cos k_y$ stands for the transverse dispersion of the inversion and vanishes on the $k_z$ axis, where $d=(0,0,\cos k_z-g)$. The third component is $1-g$ at the zone centre and $-1-g$ at $k_z=\pi$. For $-1<g<1$ these have opposite signs: the band order is inverted between the two points. The quantity $1-g$, which is small near the merger at $g=1$, is half the gap at the zone centre.

In Lean, `weylVector g kx ky kz` is this vector, with real wavevector components that are not identified modulo $2\pi$. The Hamiltonian itself does not appear.

```lean
/-- The vector `d(k)` of a two-band lattice model with band-inversion parameter `g`. -/
def weylVector (g kx ky kz : ℝ) : Fin 3 → ℝ :=
  ![Real.sin kx, Real.sin ky, Real.cos kz - g + 2 - Real.cos kx - Real.cos ky]
```

The separation is defined by the formula $s=2\arccos g$, and the theorem in the next part ties it to the zeros of $d$. It is the distance measured through $k_z=0$, which for $g<0$ is longer than the path across the zone boundary.

```lean
/-- The separation `2 arccos g` of the two Weyl nodes along `kz`, measured through `kz = 0`,
for `-1 ≤ g ≤ 1`. -/
def nodeSeparation (g : ℝ) : ℝ := 2 * Real.arccos g
```

## One label for each pair of nodes: $0\le k\le\pi$

**Physical meaning.** The zeros on the axis come in pairs $(0,0,\pm k)$, because the cosine is even. Taking $k$ between $0$ and $\pi$ labels each pair once and keeps both points in the first Brillouin zone.

**By hand.** On the axis, $d=0$ means $\cos k=g$. The cosine is one-to-one on $[0,\pi]$, so $k=\arccos g$, and the distance between the points is $k-(-k)=2\arccos g=s$. Conversely, if $2k=s$, then $k=\arccos g$, so $\cos(\pm k)=g$ and $d$ vanishes at both points.

**In Lean.** `nodes_iff_separation` states this equivalence for $-1\le g\le1$. In the forward direction `congrFun h 2` extracts the third component of $d=0$ (components are counted from zero), and `Real.arccos_cos hk0 hk` uses the range of $k$ to recover the angle. The reverse direction obtains $\cos k=g$ from `Real.cos_arccos h1 h2`, then checks the three components at each point with `fin_cases i` and `simp`.

**Without it.** For $-1<g<1$, the values $k=-\arccos g$ and $k=2\pi-\arccos g$ also give zeros at $\pm k$, but $2k$ is then not $s$. The first violates only the lower limit on $k$, the second only the upper.

```lean
/-- For `-1 ≤ g ≤ 1` and `0 ≤ k ≤ π`, the vector `d` vanishes at both `(0, 0, k)` and
`(0, 0, -k)` exactly when the distance between these points is `nodeSeparation g`. -/
theorem nodes_iff_separation {g k : ℝ} (h1 : -1 ≤ g) (h2 : g ≤ 1)
    (hk0 : 0 ≤ k) (hk : k ≤ Real.pi) :
    (weylVector g 0 0 k = 0 ∧ weylVector g 0 0 (-k) = 0) ↔ k - (-k) = nodeSeparation g := by
  constructor
  · rintro ⟨h, _⟩
    -- the third component fixes `cos k = g`
    have h3 : Real.cos k - g + 2 - Real.cos 0 - Real.cos 0 = 0 := congrFun h 2
    rw [Real.cos_zero] at h3
    have hg : g = Real.cos k := by linarith
    unfold nodeSeparation
    rw [hg, Real.arccos_cos hk0 hk]
    ring
  · intro h
    unfold nodeSeparation at h
    have hka : k = Real.arccos g := by linarith
    have hc : Real.cos k = g := by rw [hka, Real.cos_arccos h1 h2]
    constructor <;> ext i <;> fin_cases i <;> simp [weylVector, hc] <;> norm_num
```

The theorem concerns zeros on the $k_z$ axis. For $-1<g<1$ there are no others in the Brillouin zone: the first two components vanish only where $k_x$ and $k_y$ are $0$ or $\pi$, and away from the axis the third is then at least $\cos k_z-g+2>0$. At $g=1$ the bands also touch at $(\pi,0,\pi)$ and $(0,\pi,\pi)$, and for $g$ slightly above $1$ there are nodes on the lines through these points parallel to $k_z$. The merger on the axis therefore does not open a gap throughout the zone in this model. These statements are not proved in the Lean code, which also leaves aside the chirality of the nodes and their surface states.

## Nodes that exist on the axis: $-1\le g\le1$

**Physical meaning.** The equation $\cos k=g$ has a real solution only in this range. At $g=1$ the two nodes coincide at the zone centre. At $g=-1$ they sit at $k_z=\pm\pi$, which are the same point of the Brillouin zone.

**By hand.** Put $x=s/4=\tfrac12\arccos g$, which lies in $[0,\pi/2]$. The double-angle formula gives

$$g=\cos 2x=1-2\sin^2x=2\cos^2x-1,$$

so $1-g=2\sin^2x$ and $1+g=2\cos^2x$. Sine and cosine are both non-negative on this interval, and taking roots gives

$$\sqrt{1-g}=\sqrt2\,\sin\frac s4,\qquad \sqrt{1+g}=\sqrt2\,\cos\frac s4 .$$

**In Lean.** `half_angle_relations` proves both equations. The range of $g$ enters through `Real.cos_arccos h1 h2`, which turns $\cos(\arccos g)$ into $g$ inside the double-angle formula `Real.cos_two_mul`. The facts `hs` and `hc` supply the signs, and `Real.sqrt_sq` takes the roots.

**Without it.** For $|g|>1$ there is no pair on the axis to separate. Lean's `Real.arccos` still returns a value there, $0$ for $g>1$ and $\pi$ for $g<-1$, so the equivalence of the previous part would fail at $k=0$ and $k=\pi$ respectively.

```lean
/-- For `-1 ≤ g ≤ 1`, the square roots of `1 - g` and `1 + g` are `√2` times the sine and
cosine of a quarter of the node separation. -/
theorem half_angle_relations {g : ℝ} (h1 : -1 ≤ g) (h2 : g ≤ 1) :
    √(1 - g) = √2 * Real.sin (nodeSeparation g / 4) ∧
      √(1 + g) = √2 * Real.cos (nodeSeparation g / 4) := by
  have hx : nodeSeparation g / 4 = Real.arccos g / 2 := by
    unfold nodeSeparation
    ring
  rw [hx]
  have a0 := Real.arccos_nonneg g
  have a1 := Real.arccos_le_pi g
  have hpi := Real.pi_pos
  have hs : 0 ≤ Real.sin (Real.arccos g / 2) :=
    Real.sin_nonneg_of_nonneg_of_le_pi (by linarith) (by linarith)
  have hc : 0 ≤ Real.cos (Real.arccos g / 2) :=
    Real.cos_nonneg_of_neg_pi_div_two_le_of_le (by linarith) (by linarith)
  -- double-angle formula for `g = cos (arccos g)`
  have hd := Real.cos_two_mul (Real.arccos g / 2)
  rw [show 2 * (Real.arccos g / 2) = Real.arccos g by ring, Real.cos_arccos h1 h2] at hd
  have hp := Real.sin_sq_add_cos_sq (Real.arccos g / 2)
  have h22 : √(2 : ℝ) ^ 2 = 2 := Real.sq_sqrt (by norm_num)
  constructor
  · have e : 1 - g = (√2 * Real.sin (Real.arccos g / 2)) ^ 2 := by
      rw [mul_pow, h22]
      linarith
    rw [e, Real.sqrt_sq (mul_nonneg (Real.sqrt_nonneg 2) hs)]
  · have e : 1 + g = (√2 * Real.cos (Real.arccos g / 2)) ^ 2 := by
      rw [mul_pow, h22]
      linarith
    rw [e, Real.sqrt_sq (mul_nonneg (Real.sqrt_nonneg 2) hc)]
```

The first relation gives a lower bound on the separation. Since $\sin x\le x$ for $x\ge0$,

$$2\sqrt2\,\sqrt{1-g}=4\sin x\le 4x=s .$$

In `separation_lower_bound`, `Real.sin_le` is the inequality for the sine, the rewrite inserts the half-angle relation, and `linear_combination` uses $\sqrt2\cdot\sqrt2=2$. The bound holds at every $g$ in the closed range, not only near merging.

```lean
/-- For `-1 ≤ g ≤ 1`, the node separation is at least `2√2 √(1 - g)`. -/
theorem separation_lower_bound {g : ℝ} (h1 : -1 ≤ g) (h2 : g ≤ 1) :
    2 * √2 * √(1 - g) ≤ nodeSeparation g := by
  have h22 : √(2 : ℝ) * √2 = 2 := Real.mul_self_sqrt (by norm_num)
  have hx : 0 ≤ nodeSeparation g / 4 := by
    have := Real.arccos_nonneg g
    unfold nodeSeparation
    linarith
  have hsin := Real.sin_le hx
  rw [(half_angle_relations h1 h2).1]
  calc 2 * √2 * (√2 * Real.sin (nodeSeparation g / 4))
      = 4 * Real.sin (nodeSeparation g / 4) := by
        linear_combination 2 * Real.sin (nodeSeparation g / 4) * h22
    _ ≤ nodeSeparation g := by linarith
```

## Away from the merger at the zone boundary: $-1<g$

**Physical meaning.** Excluding $g=-1$ removes the point at which the nodes meet at $k_z=\pm\pi$ and $s$ takes its largest value, $2\pi$.

**By hand.** Now $\arccos g<\pi$, so $0\le x<\pi/2$ and the tangent of $x$ is finite. The inequality $x\le\tan x$ and the half-angle relations give

$$s=4x\le4\tan x=\frac{4\sqrt{1-g}}{\sqrt{1+g}} .$$

**In Lean.** `separation_upper_bound` first proves the strict inequality `a1`: if $\arccos g$ were $\pi$, then $g=\cos\pi=-1$, against the hypothesis. This gives `hx1`, the condition $x<\pi/2$ that `Real.le_tan` requires. The equation `e` rewrites the bound as four times the tangent by cancelling the common factor $\sqrt2$.

**Without it.** As $g$ approaches $-1$ from above, the right-hand side grows without limit while $s$ approaches $2\pi$. At $g=-1$ the quotient has a zero denominator and no longer bounds anything.

```lean
/-- For `-1 < g ≤ 1`, the node separation is at most `4 √(1 - g) / √(1 + g)`. -/
theorem separation_upper_bound {g : ℝ} (h1 : -1 < g) (h2 : g ≤ 1) :
    nodeSeparation g ≤ 4 * √(1 - g) / √(1 + g) := by
  have a0 := Real.arccos_nonneg g
  have a1 : Real.arccos g < Real.pi := by
    refine lt_of_le_of_ne (Real.arccos_le_pi g) (fun h => ?_)
    have hc := Real.cos_arccos h1.le h2
    rw [h, Real.cos_pi] at hc
    linarith
  have hx0 : 0 ≤ nodeSeparation g / 4 := by
    unfold nodeSeparation
    linarith
  have hx1 : nodeSeparation g / 4 < Real.pi / 2 := by
    unfold nodeSeparation
    linarith
  have hc : Real.cos (nodeSeparation g / 4) ≠ 0 :=
    (Real.cos_pos_of_mem_Ioo ⟨by linarith [Real.pi_pos], hx1⟩).ne'
  have h2ne : √(2 : ℝ) ≠ 0 := by positivity
  -- the bound is `x ≤ tan x` at a quarter of the separation
  have ht := Real.le_tan hx0 hx1
  rw [Real.tan_eq_sin_div_cos] at ht
  have e : 4 * √(1 - g) / √(1 + g) =
      4 * (Real.sin (nodeSeparation g / 4) / Real.cos (nodeSeparation g / 4)) := by
    rw [(half_angle_relations h1.le h2).1, (half_angle_relations h1.le h2).2,
      mul_left_comm, mul_div_mul_left _ _ h2ne, mul_div_assoc]
  rw [e]
  linarith
```

At $g=0.99$ the two bounds are about $0.2828$ and $0.2836$, which enclose the separation tightly. In the limiting case $g=1$ both bounds are zero, and so is $s$.

## Approach to merging from below: $g\to1^-$

**Physical meaning.** The limit is taken from the side on which the two nodes exist separately on the axis. The ratio $s/\sqrt{1-g}$ compares their distance with the square root of half the zone-centre gap.

**By hand.** For $-1<g<1$ the root $\sqrt{1-g}$ is positive. Dividing both bounds by it gives

$$2\sqrt2\le\frac{s}{\sqrt{1-g}}\le\frac4{\sqrt{1+g}} .$$

As $g\to1^-$ the right-hand side tends to $4/\sqrt2=2\sqrt2$. The ratio is squeezed between two quantities with the same limit, so it tends to $2\sqrt2$ as well.

**In Lean.** In `separation_sqrt_law`, `𝓝[<] 1` expresses the approach from below and `𝓝 (2 * √2)` the limiting value. The upper function's limit, `hup`, follows from continuity of the square root and the evaluation `hval`. The squeeze is `tendsto_of_tendsto_of_tendsto_of_le_of_le'`. Each of its two inequalities is needed only near the limit, and `filter_upwards` restricts $g$ to $(-1,1)$, where `hpos` permits the division.

**Without it.** At $g=1$ the ratio is $0/0$. For $g>1$ there are no nodes on the axis and $1-g$ has no real square root, so the ratio has no physical meaning on that side.

```lean
/-- Square-root law of node merging: the node separation divided by `√(1 - g)` tends to `2√2`
as `g` tends to `1` from below. -/
theorem separation_sqrt_law :
    Tendsto (fun g => nodeSeparation g / √(1 - g)) (𝓝[<] 1) (𝓝 (2 * √2)) := by
  have hroot : Tendsto (fun g : ℝ => √(1 + g)) (𝓝 1) (𝓝 (√(1 + 1))) :=
    (by fun_prop : Continuous fun g : ℝ => √(1 + g)).tendsto 1
  have hval : 4 / √((1 : ℝ) + 1) = 2 * √2 := by
    have h22 : √(2 : ℝ) * √2 = 2 := Real.mul_self_sqrt (by norm_num)
    rw [show (1 : ℝ) + 1 = 2 by norm_num, div_eq_iff (by positivity)]
    linear_combination -2 * h22
  have hup : Tendsto (fun g : ℝ => 4 / √(1 + g)) (𝓝[<] 1) (𝓝 (2 * √2)) := by
    rw [← hval]
    exact (tendsto_const_nhds.div hroot (by positivity)).mono_left nhdsWithin_le_nhds
  -- squeeze between the two finite-distance bounds
  refine tendsto_of_tendsto_of_tendsto_of_le_of_le' tendsto_const_nhds hup ?_ ?_
  · filter_upwards [Ioo_mem_nhdsLT (show (-1 : ℝ) < 1 by norm_num)] with g hg
    have hpos : 0 < √(1 - g) := Real.sqrt_pos.mpr (by linarith [hg.2])
    exact (le_div_iff₀ hpos).mpr (separation_lower_bound hg.1.le hg.2.le)
  · filter_upwards [Ioo_mem_nhdsLT (show (-1 : ℝ) < 1 by norm_num)] with g hg
    have hpos : 0 < √(1 - g) := Real.sqrt_pos.mpr (by linarith [hg.2])
    rw [div_le_iff₀ hpos]
    calc nodeSeparation g ≤ 4 * √(1 - g) / √(1 + g) := separation_upper_bound hg.1 hg.2.le
      _ = 4 / √(1 + g) * √(1 - g) := by ring
```

## Strictly between the two mergers: $-1<g<1$

**Physical meaning.** Here the nodes are two distinct points of the zone, and a small change in $g$ in either direction leaves them distinct. One can then ask for a rate of change.

**By hand.** Differentiating $s=2\arccos g$ gives

$$\frac{ds}{dg}=-\frac2{\sqrt{1-g^2}} .$$

The sign says that increasing $g$ brings the nodes together along the path through $k_z=0$. As $g\to1^-$, the denominator tends to zero through positive values, and the derivative tends to $-\infty$.

**In Lean.** `separation_hasDerivAt` states that the derivative exists and has this value. Its proof multiplies Mathlib's derivative of the arccosine by two; `h1.ne'` and `h2.ne` supply the conditions $g\ne-1$ and $g\ne1$.

**Without it.** At $g=1$ and at $g=-1$ the separation has no finite derivative: its slope diverges as either endpoint is approached from inside the interval.

```lean
/-- For `-1 < g < 1`, the node separation changes with the band-inversion parameter at the
rate `-2 / √(1 - g²)`. -/
theorem separation_hasDerivAt {g : ℝ} (h1 : -1 < g) (h2 : g < 1) :
    HasDerivAt nodeSeparation (-2 / √(1 - g ^ 2)) g := by
  have h := (Real.hasDerivAt_arccos h1.ne' h2.ne).const_mul 2
  exact h.congr_deriv (by ring)
```

The final theorem, `separation_sensitivity_diverges`, states the divergence at $g=1$; `atBot` means that the derivative eventually falls below every real number. The proof first shows that $\sqrt{1-g^2}$ tends to zero (`hzero`), then that it does so through positive values (`hpos`). Its inverse therefore tends to $+\infty$, and so does twice the inverse (`hinv`). A change of sign turns this into $-\infty$. The last lines identify the resulting function with `deriv nodeSeparation` on $(-1,1)$, using the previous theorem. The restriction to $g<1$ keeps $\sqrt{1-g^2}$ positive, which fixes the sign of the divergence.

Near $g=1$, the derivative describes errors in $g$ that are small compared with $1-g$. At $g=0.99$ it is about $-14.2$, so it predicts a change of $0.142$ for an error of $0.01$, whereas the separation actually grows by $0.118$ or shrinks by $0.283$, depending on the sign of the error. When the error is comparable with $1-g$ and leaves $g\le1$, the separation should be computed from $s=2\arccos g$ at the shifted $g$; close to this merger, $2\sqrt2\,\sqrt{1-g}$ at the shifted $g$ is a good approximation to it.

```lean
/-- The rate of change of the node separation with `g` tends to minus infinity as `g` tends
to `1` from below. -/
theorem separation_sensitivity_diverges :
    Tendsto (deriv nodeSeparation) (𝓝[<] 1) atBot := by
  have hzero : Tendsto (fun g : ℝ => √(1 - g ^ 2)) (𝓝[<] 1) (𝓝 0) := by
    have h := (by fun_prop : Continuous fun g : ℝ => √(1 - g ^ 2)).tendsto 1
    have hv : √(1 - (1 : ℝ) ^ 2) = 0 := by norm_num
    rw [hv] at h
    exact h.mono_left nhdsWithin_le_nhds
  -- the root approaches zero through positive values, so its inverse diverges
  have hpos : Tendsto (fun g : ℝ => √(1 - g ^ 2)) (𝓝[<] 1) (𝓝[>] 0) := by
    refine tendsto_nhdsWithin_iff.mpr ⟨hzero, ?_⟩
    filter_upwards [Ioo_mem_nhdsLT (show (-1 : ℝ) < 1 by norm_num)] with g hg
    exact Real.sqrt_pos.mpr (by nlinarith [hg.1, hg.2])
  have hinv : Tendsto (fun g : ℝ => 2 * (√(1 - g ^ 2))⁻¹) (𝓝[<] 1) atTop :=
    (tendsto_inv_nhdsGT_zero.comp hpos).const_mul_atTop (by norm_num)
  refine (tendsto_neg_atTop_atBot.comp hinv).congr' ?_
  filter_upwards [Ioo_mem_nhdsLT (show (-1 : ℝ) < 1 by norm_num)] with g hg
  rw [(separation_hasDerivAt hg.1 hg.2).deriv, Function.comp_apply]
  ring

end

end WeylNodeMerging
```

```lean
#print axioms WeylNodeMerging.nodes_iff_separation
#print axioms WeylNodeMerging.separation_sqrt_law
#print axioms WeylNodeMerging.separation_sensitivity_diverges
```

```
'WeylNodeMerging.nodes_iff_separation' depends on axioms: [propext, Classical.choice, Quot.sound]
'WeylNodeMerging.separation_sqrt_law' depends on axioms: [propext, Classical.choice, Quot.sound]
'WeylNodeMerging.separation_sensitivity_diverges' depends on axioms: [propext, Classical.choice, Quot.sound]
```
